# In an inversion-symmetric chain, bands from cell-centre orbitals can be rebuilt from cell-edge orbitals of definite parity exactly when even and odd orbitals are equal in number

Take a chain with lattice constant 1 and a single s orbital per cell. Its Bloch sums carry the phase exp(ikR), where the integer R labels the cell, so they are 2π-periodic in k. Inversion about the centre of cell 0 sends k to -k. It acts as the number 1 if the orbital sits at the cell centre, and as exp(-ik) if it sits at the right-hand edge, because the edge site R + 1/2 goes to (-R-1) + 1/2. If the centre state at k is w(k) times the edge state at k, the factor w must therefore satisfy

w(-k) = exp(-ik) w(k).

At k = π this reads w(-π) = -w(π), while periodicity gives w(-π) = w(π). Hence w(π) = 0, so w is not invertible there and the band cannot be rebuilt from an s orbital at the edge. A p orbital at the edge adds a minus sign to the relation and forces w(0) = 0 instead.

Periodicity is essential here: w(k) = exp(ik/2) satisfies the relation and never vanishes, but it changes sign when k advances by 2π.

## An s,p pair escapes the obstruction

For several orbitals, let D be the inversion matrix at the centre and exp(-ik) D' the one at the edge. The basis change W(k), which takes the coefficients of a state in the centre orbitals to those in the edge orbitals, must satisfy

W(-k) D = exp(-ik) D' W(k).

Suppose X is Hermitian, X² = 1 and XD = -DX. For an s,p pair, D = σz and X = σx. Write z = exp(ik), z* = exp(-ik), and set

W(k) = a + bX, a = (1+z)/2, b = (1-z)/2.

Since X is Hermitian, W(k)† = W(-k). In W(k)W(-k) the coefficients of 1 and X are

[(1+z)(1+z*) + (1-z)(1-z*)]/4 = (2 + 2zz*)/4 = 1,

[(1+z)(1-z*) + (1-z)(1+z*)]/4 = (2 - 2zz*)/4 = 0,

so W(k) is unitary. Also (1+z*)/2 = z*a and (1-z*)/2 = -z*b, which gives

W(-k)D = z*(aD - bXD) = z*(aD + bDX) = z*D W(k).

The edge orbitals then have D' = D.

## Traces count the imbalance

Let W be any periodic, invertible solution. At k = 0, W(0)D = D'W(0), so tr D = tr D'. At k = π, periodicity gives W(π)D = -D'W(π), so tr D = -tr D'. Both traces vanish.

For m even and n odd orbitals, tr D = m - n, so m = n is necessary. If m = n, the matrix X that swaps each even orbital with an odd partner meets the three conditions above, so m = n is also sufficient.

For non-interacting bands in one dimension, this says when a band space spanned by even and odd orbitals at the cell centre can also be spanned by orbitals of definite parity about the cell edge.

## The basis change as a Lean predicate

The finite type `ι` labels the orbitals in a cell.

```lean
import Mathlib

open Matrix

namespace BandRepresentationShift

noncomputable section

variable {ι : Type*} [Fintype ι] [DecidableEq ι]

/-- The Bloch phase `exp(ik)` of a translation by one cell. -/
def phase (k : ℝ) : ℂ := Complex.exp (k * Complex.I)
```

`MovesToEdge D D' W` collects the requirements on W. Unitarity expresses that both sets of Bloch orbitals are orthonormal. Only translations and one inversion enter; there is no Hamiltonian, spin or time reversal. `D'` may be any complex matrix, which makes the impossibility statement stronger.

```lean
/-- `W` is a continuous, `2π`-periodic, unitary change of Bloch basis that turns the inversion
matrix `D` of orbitals at the cell centre into the inversion matrix `exp(-ik) D'` of orbitals
at the cell edge. -/
structure MovesToEdge (D D' : Matrix ι ι ℂ) (W : ℝ → Matrix ι ι ℂ) : Prop where
  continuous : Continuous W
  periodic : ∀ k, W (k + 2 * Real.pi) = W k
  unitary : ∀ k, W k ∈ Matrix.unitaryGroup ι ℂ
  intertwines : ∀ k, W (-k) * D = phase (-k) • (D' * W k)
```

`mixer X` is a + bX, followed by the matrices for the s,p pair and for m even and n odd orbitals.

```lean
/-- The `k`-dependent matrix `((1 + exp(ik)) + (1 - exp(ik)) X) / 2` built from a matrix `X`. -/
def mixer (X : Matrix ι ι ℂ) (k : ℝ) : Matrix ι ι ℂ :=
  ((1 + phase k) / 2) • (1 : Matrix ι ι ℂ) + ((1 - phase k) / 2) • X

/-- The Pauli matrix `σx`, which exchanges the s and the p orbital. -/
def sigmaX : Matrix (Fin 2) (Fin 2) ℂ := !![0, 1; 1, 0]

/-- The Pauli matrix `σz`, the inversion matrix of an s,p pair. -/
def sigmaZ : Matrix (Fin 2) (Fin 2) ℂ := !![1, 0; 0, -1]

/-- The inversion matrix of `m` even and `n` odd orbitals at the cell centre. -/
def parity (m n : ℕ) : Matrix (Fin m ⊕ Fin n) (Fin m ⊕ Fin n) ℂ :=
  Matrix.fromBlocks 1 0 0 (-1)
```

## Unitarity and the sign flip

The identity z*z = 1 carries the algebra, and the value z* = -1 at k = π supplies the minus sign in the obstruction.

```lean
/-- The Bloch phases at `-k` and `k` are inverse to each other. -/
theorem phase_neg_mul (k : ℝ) : phase (-k) * phase k = 1 := by
  rw [phase, phase, ← Complex.exp_add]
  simp

/-- At the zone boundary the Bloch phase is `-1`. -/
theorem phase_neg_pi : phase (-Real.pi) = -1 := by
  have h := phase_neg_mul Real.pi
  have hp : phase Real.pi = -1 := Complex.exp_pi_mul_I
  rw [hp] at h
  linear_combination -h
```

The four parts of the next proof are continuity, periodicity, unitarity and intertwining. In the third, `hs` is W(k)† = W(-k), `key` multiplies two combinations of 1 and X, and `h1` and `h2` evaluate the two coefficients. In the fourth, `h1` and `h2` extract z*, and `hD` moves D past X.

```lean
/-- If a Hermitian involution `X` anticommutes with the inversion matrix `D`, the basis change
built from `X` moves the orbitals from the cell centre to the cell edge. -/
theorem mixer_moves {X D : Matrix ι ι ℂ} (hX : Xᴴ = X) (hX2 : X * X = 1)
    (hD : X * D = -(D * X)) : MovesToEdge D D (mixer X) := by
  refine ⟨?_, ?_, ?_, ?_⟩
  · have hp : Continuous phase := by
      show Continuous fun k : ℝ => Complex.exp (k * Complex.I)
      fun_prop
    refine continuous_matrix fun i j => ?_
    simp only [mixer, Matrix.add_apply, Matrix.smul_apply, smul_eq_mul]
    fun_prop
  · intro k
    have hp : phase (k + 2 * Real.pi) = phase k := by
      have h : ((k + 2 * Real.pi : ℝ) : ℂ) * Complex.I
          = k * Complex.I + 2 * Real.pi * Complex.I := by
        push_cast
        ring
      unfold phase
      rw [h]
      exact Complex.exp_periodic _
    simp only [mixer, hp]
  · intro k
    have hc : star (phase k) = phase (-k) := by
      unfold phase
      rw [Complex.star_def, ← Complex.exp_conj]
      simp
    have c2 : (starRingEnd ℂ) 2 = 2 := by
      apply Complex.ext <;> simp
    have e1 : star ((1 + phase k) / 2) = (1 + phase (-k)) / 2 := by
      rw [← hc, Complex.star_def]
      simp [c2]
    have e2 : star ((1 - phase k) / 2) = (1 - phase (-k)) / 2 := by
      rw [← hc, Complex.star_def]
      simp [c2]
    -- the adjoint of the basis change is its value at the opposite momentum
    have hs : star (mixer X k) = mixer X (-k) := by
      rw [Matrix.star_eq_conjTranspose]
      simp only [mixer, Matrix.conjTranspose_add, Matrix.conjTranspose_smul,
        Matrix.conjTranspose_one, hX, e1, e2]
    have key : ∀ a b c d : ℂ, (a • (1 : Matrix ι ι ℂ) + b • X) * (c • (1 : Matrix ι ι ℂ) + d • X)
        = (a * c + b * d) • (1 : Matrix ι ι ℂ) + (a * d + b * c) • X := by
      intro a b c d
      simp only [add_mul, mul_add, smul_mul_assoc, mul_smul_comm, one_mul, mul_one, hX2]
      module
    have h1 : (1 + phase k) / 2 * ((1 + phase (-k)) / 2)
        + (1 - phase k) / 2 * ((1 - phase (-k)) / 2) = 1 := by
      linear_combination (1 / 2) * phase_neg_mul k
    have h2 : (1 + phase k) / 2 * ((1 - phase (-k)) / 2)
        + (1 - phase k) / 2 * ((1 + phase (-k)) / 2) = 0 := by
      linear_combination (-1 / 2) * phase_neg_mul k
    rw [Matrix.mem_unitaryGroup_iff, hs]
    unfold mixer
    rw [key, h1, h2, one_smul, zero_smul, add_zero]
  · intro k
    -- moving `D` past `X` flips a sign, which cancels the minus sign in `h2`
    have h1 : (1 + phase (-k)) / 2 = phase (-k) * ((1 + phase k) / 2) := by
      linear_combination (-1 / 2) * phase_neg_mul k
    have h2 : (1 - phase (-k)) / 2 = -(phase (-k) * ((1 - phase k) / 2)) := by
      linear_combination (-1 / 2) * phase_neg_mul k
    unfold mixer
    rw [h1, h2]
    simp only [add_mul, mul_add, smul_mul_assoc, mul_smul_comm, one_mul, mul_one, hD]
    module
```

For the s,p pair, the three conditions on X are checked entry by entry.

```lean
/-- The basis change `((1 + exp(ik)) + (1 - exp(ik)) σx) / 2` moves an s,p pair from the cell
centre to the cell edge. -/
theorem sp_pair_moves : MovesToEdge sigmaZ sigmaZ (mixer sigmaX) := by
  apply mixer_moves
  · ext i j
    fin_cases i <;> fin_cases j <;> simp [sigmaX]
  · ext i j
    fin_cases i <;> fin_cases j <;> simp [sigmaX, Matrix.mul_apply, Fin.sum_univ_two]
  · ext i j
    fin_cases i <;> fin_cases j <;> simp [sigmaX, sigmaZ, Matrix.mul_apply, Fin.sum_univ_two]
```

## The obstruction at the zone boundary

The scalar theorem assumes neither continuity nor unit modulus. It adds the two equations at π, and so excludes any nowhere-zero periodic w.

```lean
/-- A `2π`-periodic scalar with `w(-k) = exp(-ik) w(k)` vanishes at the zone boundary. -/
theorem scalar_vanishes_at_pi (w : ℝ → ℂ) (hper : ∀ k, w (k + 2 * Real.pi) = w k)
    (hw : ∀ k, w (-k) = phase (-k) * w k) : w Real.pi = 0 := by
  have h1 := hper (-Real.pi)
  rw [show -Real.pi + 2 * Real.pi = Real.pi by ring] at h1
  have h2 := hw Real.pi
  rw [phase_neg_pi] at h2
  linear_combination (1 / 2) * h1 + (1 / 2) * h2
```

For matrices, AD = EA with A invertible gives D = A⁻¹EA, and cyclicity of the trace does the rest.

```lean
/-- Two matrices related by an invertible change of basis have the same trace. -/
theorem trace_eq_of_intertwines {A D E : Matrix ι ι ℂ} (hA : IsUnit A) (h : A * D = E * A) :
    D.trace = E.trace := by
  obtain ⟨u, rfl⟩ := hA
  calc D.trace = (((u⁻¹ : (Matrix ι ι ℂ)ˣ) : Matrix ι ι ℂ) * ((u : Matrix ι ι ℂ) * D)).trace := by
        rw [← mul_assoc, Units.inv_mul, one_mul]
    _ = (((u⁻¹ : (Matrix ι ι ℂ)ˣ) : Matrix ι ι ℂ) * (E * (u : Matrix ι ι ℂ))).trace := by rw [h]
    _ = E.trace := by rw [Matrix.trace_mul_comm, mul_assoc, Units.mul_inv, mul_one]
```

This lemma is applied at k = 0 with E = D' and at k = π with E = -D'. Half the sum and half the difference of the results give the two zeros.

```lean
/-- If a `2π`-periodic invertible basis change turns the inversion matrix `D` at the cell centre
into `exp(-ik) D'` at the cell edge, then both `D` and `D'` are traceless. -/
theorem traces_vanish {D D' : Matrix ι ι ℂ} {W : ℝ → Matrix ι ι ℂ}
    (hper : ∀ k, W (k + 2 * Real.pi) = W k) (hunit : ∀ k, IsUnit (W k))
    (hW : ∀ k, W (-k) * D = phase (-k) • (D' * W k)) : D.trace = 0 ∧ D'.trace = 0 := by
  -- at `k = 0` the two inversion matrices are similar
  have h0 := hW 0
  have p0 : phase 0 = 1 := by simp [phase]
  rw [neg_zero, p0, one_smul] at h0
  have t0 := trace_eq_of_intertwines (hunit 0) h0
  -- at `k = π` they are similar up to a sign
  have hp := hper (-Real.pi)
  rw [show -Real.pi + 2 * Real.pi = Real.pi by ring] at hp
  have h1 := hW Real.pi
  rw [← hp, phase_neg_pi, neg_one_smul, ← neg_mul] at h1
  have t1 := trace_eq_of_intertwines (hunit Real.pi) h1
  rw [Matrix.trace_neg] at t1
  constructor
  · linear_combination (1 / 2) * t0 + (1 / 2) * t1
  · linear_combination (-1 / 2) * t0 + (1 / 2) * t1
```

## Equal numbers of even and odd orbitals

The final theorem asks whether some `D'` and `W` exist. The forward direction turns unitarity into invertibility and reads m - n = 0 from the trace. The converse supplies `parity m m` as `D'` and the block swap as X.

```lean
/-- Bands from `m` even and `n` odd orbitals at the cell centre can be moved to the cell edge,
with some inversion matrix `D'` there, exactly when `m = n`. -/
theorem movable_iff_balanced (m n : ℕ) :
    (∃ D' W, MovesToEdge (parity m n) D' W) ↔ m = n := by
  constructor
  · rintro ⟨D', W, h⟩
    have hunit : ∀ k, IsUnit (W k) := fun k =>
      ⟨⟨W k, star (W k), Matrix.mem_unitaryGroup_iff.mp (h.unitary k),
        Matrix.mem_unitaryGroup_iff'.mp (h.unitary k)⟩, rfl⟩
    have ht := (traces_vanish h.periodic hunit h.intertwines).1
    simp only [parity, Matrix.trace, Matrix.diag_apply, Fintype.sum_sum_type,
      Matrix.fromBlocks_apply₁₁, Matrix.fromBlocks_apply₂₂, Matrix.neg_apply,
      Matrix.one_apply_eq, Finset.sum_const, Finset.card_univ, Fintype.card_fin,
      nsmul_eq_mul] at ht
    have hmn : (m : ℂ) = n := by linear_combination ht
    exact_mod_cast hmn
  · rintro rfl
    -- pair each even orbital with an odd one and swap them
    refine ⟨parity m m, mixer (Matrix.fromBlocks 0 1 1 0), mixer_moves ?_ ?_ ?_⟩
    · simp [Matrix.fromBlocks_conjTranspose]
    · simp [Matrix.fromBlocks_multiply]
    · simp [parity, Matrix.fromBlocks_multiply, Matrix.fromBlocks_neg]

end

end BandRepresentationShift
```

```lean
#print axioms BandRepresentationShift.sp_pair_moves
#print axioms BandRepresentationShift.scalar_vanishes_at_pi
#print axioms BandRepresentationShift.movable_iff_balanced
```

```
'BandRepresentationShift.sp_pair_moves' depends on axioms: [propext, Classical.choice, Quot.sound]
'BandRepresentationShift.scalar_vanishes_at_pi' depends on axioms: [propext, Classical.choice, Quot.sound]
'BandRepresentationShift.movable_iff_balanced' depends on axioms: [propext, Classical.choice, Quot.sound]
```
